# Imperfect orthogonalization lowers an energy below the first excited level by at most the infidelity times the gap

## Two levels

Let a Hermitian H have just two orthonormal eigenvectors, ψ₀ and ψ₁, with energies E₀ < E₁. Suppose that the approximate ground state is

φ = √(1−e) ψ₀ + √e ψ₁, with 0 ≤ e ≤ 1.

Its squared overlap with ψ₀ is 1 − e, so e is its infidelity. Up to a phase, the only unit vector orthogonal to φ is

ψ = √e ψ₀ − √(1−e) ψ₁,

and its energy is

⟨ψ,Hψ⟩ = e E₀ + (1−e) E₁ = E₁ − e(E₁ − E₀).

For e > 0 this lies below E₁. The part of ψ₀ that is missing from φ has become available to ψ.

## The bound with more levels

Now let H have further states, all with energy at least E₁. In terms of expectation values, ⟨v,Hv⟩ ≥ E₁‖v‖² for every v orthogonal to ψ₀. Let φ and ψ be orthogonal unit vectors with |⟨φ,ψ₀⟩|² = 1 − e. The claim is that

⟨ψ,Hψ⟩ ≥ E₁ − e(E₁ − E₀).

First, ψ can contain only a limited amount of ψ₀. Removing from ψ₀ its components along φ and ψ leaves a vector of non-negative squared norm:

0 ≤ ‖ψ₀ − ⟨φ,ψ₀⟩φ − ⟨ψ,ψ₀⟩ψ‖² = 1 − |⟨φ,ψ₀⟩|² − |⟨ψ,ψ₀⟩|².

Hence |⟨ψ,ψ₀⟩|² ≤ e.

Next, write ψ = cψ₀ + w with c = ⟨ψ₀,ψ⟩ and ⟨ψ₀,w⟩ = 0. Then |c|² ≤ e and |c|² + ‖w‖² = 1. The energy has no cross terms, because ⟨w,Hψ₀⟩ = E₀⟨w,ψ₀⟩ = 0 and ⟨ψ₀,Hw⟩ = ⟨Hψ₀,w⟩ = E₀⟨ψ₀,w⟩ = 0. Therefore

⟨ψ,Hψ⟩ = |c|²E₀ + ⟨w,Hw⟩
≥ |c|²E₀ + (1 − |c|²)E₁
= E₁ − |c|²(E₁ − E₀)
≥ E₁ − e(E₁ − E₀).

The two-level pair attains equality for every e in [0,1], so the bound is the best that depends on e alone.

A particular φ need not permit the full drop. Overlap with ψ₁ is enough for some drop below E₁, though it is not necessary: if φ is a higher eigenvector orthogonal to ψ₀ and ψ₁, then ψ₀ itself is orthogonal to φ. When φ does overlap ψ₁, the vector

ψ = ⟨φ,ψ₁⟩ψ₀ − ⟨φ,ψ₀⟩ψ₁

is orthogonal to φ, and after normalisation its energy is

E₁ − (E₁ − E₀)|⟨φ,ψ₁⟩|² / (|⟨φ,ψ₀⟩|² + |⟨φ,ψ₁⟩|²) < E₁.

In variational Monte Carlo for excited states, a trial state kept orthogonal to an approximate ground state can thus have an energy below the true excited level, even in this model of exact expectation values without sampling noise.

## Energy and the lowest levels

In Lean 4 with Mathlib:

```lean
import Mathlib

open scoped InnerProductSpace ComplexConjugate

namespace ImperfectOrthogonalization

variable {V : Type*} [NormedAddCommGroup V] [InnerProductSpace ℂ V]
```

The space `V` is a complex inner product space of any dimension, and completeness is not required. Mathlib's inner product is conjugate-linear in its first argument, as in Dirac notation.

```lean
/-- The energy expectation `⟨ψ, H ψ⟩` (its real part), without division by the squared norm. -/
noncomputable def energy (H : V →ₗ[ℂ] V) (ψ : V) : ℝ := (⟪ψ, H ψ⟫_ℂ).re
```

For symmetric H the expectation value is already real; taking the real part gives it the type ℝ. For a unit vector `energy` is the physical energy; for other nonzero vectors it must first be divided by the squared norm.

```lean
/-- `H` is symmetric with unit eigenvectors `ψ₀`, `ψ₁` of energies `E₀ < E₁`, and every vector
orthogonal to `ψ₀` has energy expectation at least `E₁` times its squared norm. -/
structure LowestLevels (H : V →ₗ[ℂ] V) (ψ₀ ψ₁ : V) (E₀ E₁ : ℝ) : Prop where
  symm : H.IsSymmetric
  unit₀ : ‖ψ₀‖ = 1
  unit₁ : ‖ψ₁‖ = 1
  ground : H ψ₀ = (E₀ : ℂ) • ψ₀
  excited : H ψ₁ = (E₁ : ℂ) • ψ₁
  gap : E₀ < E₁
  above : ∀ v, ⟪ψ₀, v⟫_ℂ = 0 → E₁ * ‖v‖ ^ 2 ≤ energy H v
```

This structure collects the physical assumptions. The field `symm` is Hermiticity, ⟨Hv,w⟩ = ⟨v,Hw⟩, and `above` is the variational principle in the space orthogonal to the ground vector. Together with `gap` it makes the ground level nondegenerate, while E₁ may be degenerate. The existence of both eigenvectors is assumed. H acts on all of `V` and maps it to itself, so an unbounded Hamiltonian fits only if `V` is a subspace that it preserves.

```lean
/-- If `H` has a finite orthonormal eigenbasis in which level `g` lies below level `x`, and all
levels other than `g` are at least that of `x`, then `g` and `x` are its lowest levels. -/
theorem lowestLevels_of_eigenbasis {ι : Type*} [Fintype ι] (b : OrthonormalBasis ι ℂ V)
    (H : V →ₗ[ℂ] V) (ε : ι → ℝ) (hH : ∀ i, H (b i) = (ε i : ℂ) • b i) (g x : ι)
    (hgx : ε g < ε x) (hx : ∀ i, i ≠ g → ε x ≤ ε i) :
    LowestLevels H (b g) (b x) (ε g) (ε x) := by
  classical
  have ho := orthonormal_iff_ite.mp b.orthonormal
  -- H multiplies each component by its level
  have key : ∀ i v, ⟪b i, H v⟫_ℂ = (ε i : ℂ) * ⟪b i, v⟫_ℂ := by
    intro i v
    conv_lhs => rw [← b.sum_repr' v]
    simp only [map_sum, map_smul, hH, inner_sum, inner_smul_right, ho, mul_ite, mul_one,
      mul_zero, Finset.sum_ite_eq, Finset.mem_univ, if_true]
    ring
  refine ⟨?_, b.orthonormal.1 g, b.orthonormal.1 x, hH g, hH x, hgx, ?_⟩
  · intro v w
    rw [← b.sum_inner_mul_inner (H v) w, ← b.sum_inner_mul_inner v (H w)]
    refine Finset.sum_congr rfl fun i _ => ?_
    rw [key i w, ← inner_conj_symm (H v) (b i), key i v, map_mul, Complex.conj_ofReal,
      inner_conj_symm]
    ring
  · intro v hv
    have t : ∀ i, ⟪v, b i⟫_ℂ * ⟪b i, v⟫_ℂ = ((‖⟪b i, v⟫_ℂ‖ ^ 2 : ℝ) : ℂ) := by
      intro i
      rw [← inner_conj_symm v (b i), ← Complex.normSq_eq_norm_sq,
        Complex.normSq_eq_conj_mul_self]
    have hn : ‖v‖ ^ 2 = ∑ i, ‖⟪b i, v⟫_ℂ‖ ^ 2 := by
      have h1 : (⟪v, v⟫_ℂ).re = ‖v‖ ^ 2 := inner_self_eq_norm_sq (𝕜 := ℂ) v
      rw [← h1, ← b.sum_inner_mul_inner v v, Complex.re_sum]
      exact Finset.sum_congr rfl fun i _ => by rw [t, Complex.ofReal_re]
    have he : energy H v = ∑ i, ε i * ‖⟪b i, v⟫_ℂ‖ ^ 2 := by
      unfold energy
      rw [← b.sum_inner_mul_inner v (H v), Complex.re_sum]
      exact Finset.sum_congr rfl fun i _ => by
        rw [key, mul_left_comm, t, ← Complex.ofReal_mul, Complex.ofReal_re]
    rw [hn, he, Finset.mul_sum]
    refine Finset.sum_le_sum fun i _ => ?_
    by_cases hi : i = g
    · rw [hi, hv]
      simp
    · exact mul_le_mul_of_nonneg_right (hx i hi) (sq_nonneg _)
```

For a finite orthonormal eigenbasis, these assumptions follow from the ordering of the levels. The step `key` says that H multiplies component i by `ε i`, which gives symmetry. The steps `hn` and `he` write the squared norm and the energy as sums over components. When the component along `b g` vanishes, comparing the sums term by term yields `above`.

```lean
/-- The operator on `ℂ³` that is diagonal with energies 0, 1 and 3. -/
noncomputable def threeLevel : EuclideanSpace ℂ (Fin 3) →ₗ[ℂ] EuclideanSpace ℂ (Fin 3) where
  toFun v := WithLp.toLp 2 fun i => (((![0, 1, 3] : Fin 3 → ℝ) i : ℝ) : ℂ) * v i
  map_add' v w := by
    ext i
    exact mul_add _ _ _
  map_smul' c v := by
    ext i
    exact mul_left_comm _ _ _

/-- The first two basis vectors of `ℂ³` are the lowest levels of the three-level operator, with
energies 0 and 1. -/
theorem lowestLevels_witness :
    LowestLevels threeLevel (EuclideanSpace.single 0 1) (EuclideanSpace.single 1 1) 0 1 := by
  have h := lowestLevels_of_eigenbasis (EuclideanSpace.basisFun (Fin 3) ℂ) threeLevel
    ![0, 1, 3]
    (by intro i; ext j; fin_cases i <;> fin_cases j <;> simp [threeLevel])
    0 1 (by simp) (by intro i hi; fin_cases i <;> simp_all)
  simpa using h
```

The diagonal operator with energies 0, 1 and 3 is a concrete instance, obtained by applying the previous theorem to the standard basis.

## Superpositions of the two lowest states

```lean
variable {H : V →ₗ[ℂ] V} {ψ₀ ψ₁ : V} {E₀ E₁ : ℝ}

/-- The ground vector and the first excited vector are orthogonal. -/
theorem LowestLevels.orthogonal (h : LowestLevels H ψ₀ ψ₁ E₀ E₁) : ⟪ψ₀, ψ₁⟫_ℂ = 0 := by
  have s := h.symm ψ₀ ψ₁
  rw [h.ground, h.excited, inner_smul_left, inner_smul_right, Complex.conj_ofReal] at s
  have hne : ((E₁ - E₀ : ℝ) : ℂ) ≠ 0 := Complex.ofReal_ne_zero.mpr (sub_pos.mpr h.gap).ne'
  have hz : ((E₁ - E₀ : ℝ) : ℂ) * ⟪ψ₀, ψ₁⟫_ℂ = 0 := by
    push_cast
    linear_combination -s
  exact (mul_eq_zero.mp hz).resolve_left hne
```

Symmetry gives E₀⟨ψ₀,ψ₁⟩ = E₁⟨ψ₀,ψ₁⟩. The difference E₁ − E₀ is nonzero, so the inner product vanishes.

```lean
/-- The inner product of two superpositions of the lowest two levels is that of their
coefficients. -/
theorem LowestLevels.inner_superposition (h : LowestLevels H ψ₀ ψ₁ E₀ E₁) (a b c d : ℂ) :
    ⟪a • ψ₀ + b • ψ₁, c • ψ₀ + d • ψ₁⟫_ℂ = conj a * c + conj b * d := by
  have h00 : ⟪ψ₀, ψ₀⟫_ℂ = 1 := by rw [inner_self_eq_norm_sq_to_K, h.unit₀]; simp
  have h11 : ⟪ψ₁, ψ₁⟫_ℂ = 1 := by rw [inner_self_eq_norm_sq_to_K, h.unit₁]; simp
  simp only [inner_add_left, inner_add_right, inner_smul_left, inner_smul_right, h00, h11,
    h.orthogonal, inner_eq_zero_symm.mp h.orthogonal]
  ring

/-- In a superposition of the lowest two levels, the squared norm is the sum of the two weights
and the energy expectation is the sum of the levels times their weights. -/
theorem LowestLevels.energy_superposition (h : LowestLevels H ψ₀ ψ₁ E₀ E₁) (a b : ℂ) :
    ‖a • ψ₀ + b • ψ₁‖ ^ 2 = ‖a‖ ^ 2 + ‖b‖ ^ 2 ∧
      energy H (a • ψ₀ + b • ψ₁) = ‖a‖ ^ 2 * E₀ + ‖b‖ ^ 2 * E₁ := by
  constructor
  · have h1 : (⟪a • ψ₀ + b • ψ₁, a • ψ₀ + b • ψ₁⟫_ℂ).re = ‖a • ψ₀ + b • ψ₁‖ ^ 2 :=
      inner_self_eq_norm_sq (𝕜 := ℂ) _
    rw [← h1, h.inner_superposition]
    simp only [Complex.add_re, Complex.mul_re, Complex.conj_re, Complex.conj_im,
      Complex.sq_norm, Complex.normSq_apply]
    ring
  · unfold energy
    rw [map_add, map_smul, map_smul, h.ground, h.excited, smul_smul, smul_smul,
      h.inner_superposition]
    simp only [Complex.add_re, Complex.mul_re, Complex.mul_im, Complex.conj_re,
      Complex.conj_im, Complex.ofReal_re, Complex.ofReal_im, Complex.sq_norm,
      Complex.normSq_apply]
    ring
```

With orthonormality established, inner products of superpositions reduce to their coefficients. The second lemma reads off the squared norm |a|² + |b|² and the unnormalised energy |a|²E₀ + |b|²E₁.

## The lower bound

```lean
/-- Two orthogonal unit vectors share the weight of a unit vector `χ`: their squared overlaps
with it add up to at most one. -/
theorem shared_overlap_le_one {φ ψ χ : V} (hφ : ‖φ‖ = 1) (hψ : ‖ψ‖ = 1) (hχ : ‖χ‖ = 1)
    (ho : ⟪φ, ψ⟫_ℂ = 0) : ‖⟪φ, χ⟫_ℂ‖ ^ 2 + ‖⟪ψ, χ⟫_ℂ‖ ^ 2 ≤ 1 := by
  have ho' := inner_eq_zero_symm.mp ho
  have hon : Orthonormal ℂ ![φ, ψ] := by
    constructor
    · intro i
      fin_cases i <;> simp [hφ, hψ]
    · intro i j hij
      fin_cases i <;> fin_cases j <;> simp_all
  have hb := hon.sum_inner_products_le (x := χ) (s := Finset.univ)
  simpa [Fin.sum_univ_two, hχ] using hb
```

This is Bessel's inequality for the orthonormal pair `![φ, ψ]`, the first step of the derivation above.

```lean
/-- If a unit `ψ` is orthogonal to a unit approximate ground state `φ` whose squared overlap with
the ground vector is `1 - e`, its energy is at least `E₁ - e (E₁ - E₀)`. -/
theorem LowestLevels.energy_ge (h : LowestLevels H ψ₀ ψ₁ E₀ E₁) {φ ψ : V} {e : ℝ}
    (hφ : ‖φ‖ = 1) (hψ : ‖ψ‖ = 1) (ho : ⟪φ, ψ⟫_ℂ = 0) (he : ‖⟪φ, ψ₀⟫_ℂ‖ ^ 2 = 1 - e) :
    E₁ - e * (E₁ - E₀) ≤ energy H ψ := by
  have hB := shared_overlap_le_one hφ hψ h.unit₀ ho
  have h00 : ⟪ψ₀, ψ₀⟫_ℂ = 1 := by rw [inner_self_eq_norm_sq_to_K, h.unit₀]; simp
  -- split ψ into its ground component and a remainder w
  obtain ⟨c, w, hw, rfl⟩ : ∃ (c : ℂ) (w : V), ⟪ψ₀, w⟫_ℂ = 0 ∧ ψ = c • ψ₀ + w :=
    ⟨⟪ψ₀, ψ⟫_ℂ, ψ - ⟪ψ₀, ψ⟫_ℂ • ψ₀,
      by rw [inner_sub_right, inner_smul_right, h00, mul_one, sub_self], by abel⟩
  have hw' := inner_eq_zero_symm.mp hw
  have hc : ‖⟪c • ψ₀ + w, ψ₀⟫_ℂ‖ = ‖c‖ := by
    rw [inner_add_left, inner_smul_left, h00, hw', mul_one, add_zero, RCLike.norm_conj]
  have hHw : ⟪ψ₀, H w⟫_ℂ = 0 := by
    rw [← h.symm ψ₀ w, h.ground, inner_smul_left, hw, mul_zero]
  have hn : ‖c‖ ^ 2 + ‖w‖ ^ 2 = 1 := by
    have h1 : (⟪c • ψ₀ + w, c • ψ₀ + w⟫_ℂ).re = ‖c • ψ₀ + w‖ ^ 2 :=
      inner_self_eq_norm_sq (𝕜 := ℂ) _
    have h2 : (⟪w, w⟫_ℂ).re = ‖w‖ ^ 2 := inner_self_eq_norm_sq (𝕜 := ℂ) w
    rw [hψ] at h1
    simp only [inner_add_left, inner_add_right, inner_smul_left, inner_smul_right, h00, hw,
      hw', mul_zero, mul_one, add_zero, zero_add, Complex.add_re, Complex.mul_re,
      Complex.conj_re, Complex.conj_im] at h1
    rw [← h2, Complex.sq_norm, Complex.normSq_apply]
    linarith
  -- the cross terms of the energy vanish
  have hen : energy H (c • ψ₀ + w) = ‖c‖ ^ 2 * E₀ + energy H w := by
    unfold energy
    simp only [map_add, map_smul, h.ground, inner_add_left, inner_add_right, inner_smul_left,
      inner_smul_right, h00, hw', hHw, mul_zero, mul_one, add_zero, zero_add, Complex.add_re,
      Complex.mul_re, Complex.mul_im, Complex.conj_re, Complex.conj_im, Complex.ofReal_re,
      Complex.ofReal_im, Complex.sq_norm, Complex.normSq_apply]
    ring
  have ha := h.above w hw
  rw [show ‖w‖ ^ 2 = 1 - ‖c‖ ^ 2 by linarith] at ha
  rw [hc, he] at hB
  have hce : 0 ≤ e - ‖c‖ ^ 2 := by linarith
  rw [hen]
  nlinarith [mul_nonneg hce (sub_pos.mpr h.gap).le]
```

The number `e` is defined by the overlap condition `he`, which already forces it into [0,1]. The `obtain` line splits ψ into cψ₀ + w. Then `hn` is the normalisation, `hHw` removes a cross term, and `hen` is the resulting energy. The last line supplies the product (e − |c|²)(E₁ − E₀) ≥ 0, which turns the bound in |c|² into the bound in e.

## Equality and the drop below E₁

```lean
/-- For `e` in `[0,1]`, `E₁ - e (E₁ - E₀)` is the least energy of a unit vector orthogonal to some
unit `φ` whose squared overlap with the ground vector is `1 - e`. -/
theorem LowestLevels.isLeast_energy (h : LowestLevels H ψ₀ ψ₁ E₀ E₁) {e : ℝ}
    (he0 : 0 ≤ e) (he1 : e ≤ 1) :
    IsLeast {x : ℝ | ∃ φ ψ : V, ‖φ‖ = 1 ∧ ‖ψ‖ = 1 ∧ ⟪φ, ψ⟫_ℂ = 0 ∧
      ‖⟪φ, ψ₀⟫_ℂ‖ ^ 2 = 1 - e ∧ energy H ψ = x} (E₁ - e * (E₁ - E₀)) := by
  constructor
  · -- rotate the lowest two levels into each other
    let s : ℂ := (Real.sqrt e : ℂ)
    let c : ℂ := (Real.sqrt (1 - e) : ℂ)
    have hs : ‖s‖ ^ 2 = e := by
      rw [Complex.norm_real, Real.norm_eq_abs, sq_abs, Real.sq_sqrt he0]
    have hc : ‖c‖ ^ 2 = 1 - e := by
      rw [Complex.norm_real, Real.norm_eq_abs, sq_abs, Real.sq_sqrt (by linarith)]
    have hφ := (h.energy_superposition c s).1
    obtain ⟨hψ, hE⟩ := h.energy_superposition s (-c)
    rw [hc, hs] at hφ
    rw [norm_neg, hc, hs] at hψ hE
    refine ⟨c • ψ₀ + s • ψ₁, s • ψ₀ + (-c) • ψ₁, ?_, ?_, ?_, ?_, ?_⟩
    · exact (pow_eq_one_iff_of_nonneg (norm_nonneg _) two_ne_zero).1 (by linarith)
    · exact (pow_eq_one_iff_of_nonneg (norm_nonneg _) two_ne_zero).1 (by linarith)
    · rw [h.inner_superposition, Complex.conj_ofReal, Complex.conj_ofReal]
      ring
    · have h1 := h.inner_superposition c s 1 0
      rw [one_smul, zero_smul, add_zero, mul_one, mul_zero, add_zero] at h1
      rw [h1, RCLike.norm_conj, hc]
    · rw [hE]
      ring
  · rintro x ⟨φ, ψ, hφ, hψ, ho, he, rfl⟩
    exact h.energy_ge hφ hψ ho he
```

`IsLeast` says that the value belongs to the set of attainable energies and that no member lies below it. The set ranges over all pairs φ, ψ with the given infidelity, so φ is free to vary as well. Membership comes from the two-level pair, with `c` and `s` now standing for √(1−e) and √e. The other half is `energy_ge`.

```lean
/-- If `φ` overlaps the first excited vector, some vector orthogonal to `φ` has an energy
expectation strictly below `E₁` times its squared norm. -/
theorem LowestLevels.exists_energy_lt (h : LowestLevels H ψ₀ ψ₁ E₀ E₁) {φ : V}
    (hφ : ⟪φ, ψ₁⟫_ℂ ≠ 0) : ∃ ψ : V, ⟪φ, ψ⟫_ℂ = 0 ∧ energy H ψ < E₁ * ‖ψ‖ ^ 2 := by
  refine ⟨⟪φ, ψ₁⟫_ℂ • ψ₀ + (-⟪φ, ψ₀⟫_ℂ) • ψ₁, ?_, ?_⟩
  · rw [inner_add_right, inner_smul_right, inner_smul_right]
    ring
  · obtain ⟨hn, hE⟩ := h.energy_superposition ⟪φ, ψ₁⟫_ℂ (-⟪φ, ψ₀⟫_ℂ)
    rw [hn, hE]
    have hp : 0 < ‖⟪φ, ψ₁⟫_ℂ‖ ^ 2 := pow_pos (norm_pos_iff.mpr hφ) 2
    nlinarith [mul_pos hp (sub_pos.mpr h.gap)]

end ImperfectOrthogonalization
```

Here φ is fixed and need not be normalised. The vector ψ is the one constructed above, and the inequality is strict because

⟨ψ,Hψ⟩ − E₁‖ψ‖² = −|⟨φ,ψ₁⟩|²(E₁ − E₀) < 0.

The strict inequality also rules out ψ = 0, so ψ can be normalised to give a state with energy below E₁.

```lean
#print axioms ImperfectOrthogonalization.LowestLevels.isLeast_energy
#print axioms ImperfectOrthogonalization.LowestLevels.exists_energy_lt
```

```
'ImperfectOrthogonalization.LowestLevels.isLeast_energy' depends on axioms: [propext, Classical.choice, Quot.sound]
'ImperfectOrthogonalization.LowestLevels.exists_energy_lt' depends on axioms: [propext, Classical.choice, Quot.sound]
```
